# Recovering a one-dimensional potential from the ratio of two states and their energy gap

Take two wavefunctions of the same local potential, tabulated on a grid. Divide the second by the first, differentiate the ratio $f$ twice, and combine the result with the energy gap to get the logarithmic derivative of the first state. One more differentiation gives the potential, measured from the first energy.

In units with $\hbar=m=1$, let $-u_i''/2+Vu_i=E_iu_i$ for $i=1,2$ on an open set $I$. Put $f=u_2/u_1$ and $p=u_1'/u_1$. Where neither $u_1$ nor $f'$ vanishes,

$$p=\frac{2(E_1-E_2)f-f''}{2f'},\qquad V=E_1+\frac{p'+p^2}{2}.$$

## Checking orbitals against a local potential

A code can use these formulas to recover a potential, up to an additive constant, when only the ratio and the gap are known. If $u_1$ is available as well, comparing $u_1'/u_1$ with the recovered $p$ tests whether the two orbitals and their energy gap are consistent. This applies to single-particle, one-dimensional equations with one local potential shared by both states. For radial functions $u=rR$ with the same angular momentum $l$, $V$ includes the centrifugal term $l(l+1)/(2r^2)$. A pseudopotential that is nonlocal in $r$, such as a separable one, does not fit this form.

Normalisation does not matter: multiplying $f$ by a nonzero constant leaves $p$ unchanged. Numerical noise does matter, because the potential involves a third derivative of the ratio. Near a zero of $f'$ the quotient for $p$ is also badly conditioned, since its numerator tends to zero too.

## From the quotient rule to the potential

The Schrödinger equations give $u_i''=2(V-E_i)u_i$. Write $w=u_2'u_1-u_2u_1'$, so that $f'=w/u_1^2$. The potential cancels in

$$w'=u_2''u_1-u_2u_1''=2(E_1-E_2)u_1u_2.$$

Differentiating $f'$ then gives

$$f''=\frac{w'}{u_1^2}-\frac{2wu_1'}{u_1^3}=2(E_1-E_2)f-2pf'.$$

Dividing by $2f'$ gives the formula for $p$. For the potential, differentiate $p=u_1'/u_1$:

$$p'=\frac{u_1''}{u_1}-p^2=2(V-E_1)-p^2,$$

and solve for $V$. Where $f'\neq0$, two systems with the same $f$ and the same gap therefore have the same $V-E_1$.

Conversely, start from $f$, a gap $\Delta$ and any first energy $E$, define $p=(-2\Delta f-f'')/(2f')$, and let $P'=p$. Set $V=E+(p'+p^2)/2$, $u=e^P$ and $v=fu$. Then $u'=pu$ and $u''=(p'+p^2)u=2(V-E)u$, while

$$v''=\bigl(f''+2pf'+f(p'+p^2)\bigr)u=2(V-E-\Delta)v.$$

So $u$ and $v$ are solutions at energies $E$ and $E+\Delta$, with ratio $f$.

For $f=x$ and $\Delta=\omega$, one finds $p=-\omega x$ and $(p'+p^2)/2=\omega^2x^2/2-\omega/2$. Choosing $E=\omega/2$ gives the harmonic oscillator. For $\omega>0$ its two lowest normalised states are $(\omega/\pi)^{1/4}e^{-\omega x^2/2}$ and $\sqrt{2\omega}\,(\omega/\pi)^{1/4}xe^{-\omega x^2/2}$. The code uses them without these prefactors.

## The inversion and its converse in Lean

```lean
import Mathlib

open Filter Topology

namespace TwoStateInversion

noncomputable section

/-- `u` is twice differentiable on `I` and solves `-u''/2 + V u = E u` there. -/
structure IsStationary (V : ℝ → ℝ) (E : ℝ) (I : Set ℝ) (u : ℝ → ℝ) : Prop where
  diff : ∀ x ∈ I, DifferentiableAt ℝ u x
  diff2 : ∀ x ∈ I, DifferentiableAt ℝ (deriv u) x
  schrodinger : ∀ x ∈ I, -(deriv (deriv u) x) / 2 + V x * u x = E * u x

/-- The ratio `u₂ / u₁` of two wavefunctions. -/
def ratio (u₁ u₂ : ℝ → ℝ) : ℝ → ℝ := fun x => u₂ x / u₁ x

/-- The logarithmic derivative computed from a ratio `f` and an energy gap `Δ = E₂ - E₁`:
`(-2 Δ f - f'') / (2 f')`. -/
def recoveredLogDeriv (Δ : ℝ) (f : ℝ → ℝ) : ℝ → ℝ :=
  fun x => (-(2 * Δ * f x) - deriv (deriv f) x) / (2 * deriv f x)

/-- The potential, measured from the first energy, computed from a ratio and a gap:
`(p' + p²) / 2` with `p` the recovered logarithmic derivative. -/
def recoveredPotential (Δ : ℝ) (f : ℝ → ℝ) : ℝ → ℝ :=
  fun x => (deriv (recoveredLogDeriv Δ f) x + recoveredLogDeriv Δ f x ^ 2) / 2

variable {V W : ℝ → ℝ} {E E₁ E₂ F₁ F₂ : ℝ} {I : Set ℝ} {u u₁ u₂ w₁ w₂ : ℝ → ℝ}

/-- The Schrödinger equation solved for the second derivative: `u'' = 2 (V - E) u`. -/
theorem IsStationary.second (h : IsStationary V E I u) {x : ℝ} (hx : x ∈ I) :
    deriv (deriv u) x = 2 * (V x - E) * u x := by
  linear_combination (-2) * h.schrodinger x hx

/-- If explicit first and second derivatives of `u` satisfy the Schrödinger equation on an open set
`I`, then `IsStationary V E I u` holds. -/
theorem IsStationary.of_hasDerivAt (hI : IsOpen I) {u' u'' : ℝ → ℝ}
    (h1 : ∀ x ∈ I, HasDerivAt u (u' x) x) (h2 : ∀ x ∈ I, HasDerivAt u' (u'' x) x)
    (h : ∀ x ∈ I, -(u'' x) / 2 + V x * u x = E * u x) : IsStationary V E I u := by
  have ev : ∀ x ∈ I, deriv u =ᶠ[𝓝 x] u' := fun x hx => by
    filter_upwards [hI.mem_nhds hx] with y hy using (h1 y hy).deriv
  have h3 : ∀ x ∈ I, HasDerivAt (deriv u) (u'' x) x :=
    fun x hx => (h2 x hx).congr_of_eventuallyEq (ev x hx)
  refine ⟨fun x hx => (h1 x hx).differentiableAt, fun x hx => (h3 x hx).differentiableAt, ?_⟩
  intro x hx
  rw [(h3 x hx).deriv]
  exact h x hx

/-- Riccati equation: where `u` does not vanish, `p = u'/u` obeys `p' = 2 (V - E) - p²`. -/
theorem riccati (h : IsStationary V E I u) {x : ℝ} (hx : x ∈ I) (hu : u x ≠ 0) :
    HasDerivAt (fun y => deriv u y / u y) (2 * (V x - E) - (deriv u x / u x) ^ 2) x := by
  refine ((h.diff2 x hx).hasDerivAt.fun_div (h.diff x hx).hasDerivAt hu).congr_deriv ?_
  rw [h.second hx]
  field_simp

/-- On an open set where `u₁` has no zero, the ratio `f = u₂/u₁` obeys `f'' + 2 (u₁'/u₁) f' = 2 (E₁
- E₂) f`, in which the potential does not appear. -/
theorem ratio_equation (hI : IsOpen I) (h₁ : IsStationary V E₁ I u₁)
    (h₂ : IsStationary V E₂ I u₂) (hu : ∀ x ∈ I, u₁ x ≠ 0) {x : ℝ} (hx : x ∈ I) :
    deriv (deriv (ratio u₁ u₂)) x + 2 * (deriv u₁ x / u₁ x) * deriv (ratio u₁ u₂) x
      = 2 * (E₁ - E₂) * ratio u₁ u₂ x := by
  have hx0 := hu x hx
  have d1 : ∀ y ∈ I, HasDerivAt (ratio u₁ u₂)
      ((deriv u₂ y * u₁ y - u₂ y * deriv u₁ y) / (u₁ y * u₁ y)) y := fun y hy => by
    refine ((h₂.diff y hy).hasDerivAt.fun_div (h₁.diff y hy).hasDerivAt (hu y hy)).congr_deriv ?_
    rw [pow_two]
  have ev : deriv (ratio u₁ u₂) =ᶠ[𝓝 x]
      fun y => (deriv u₂ y * u₁ y - u₂ y * deriv u₁ y) / (u₁ y * u₁ y) := by
    filter_upwards [hI.mem_nhds hx] with y hy using (d1 y hy).deriv
  -- differentiate the quotient once more and insert both Schrödinger equations
  have a1 := (h₁.diff x hx).hasDerivAt
  have a2 := (h₂.diff x hx).hasDerivAt
  have b1 := (h₁.diff2 x hx).hasDerivAt
  have b2 := (h₂.diff2 x hx).hasDerivAt
  have d2 := ((b2.fun_mul a1).fun_sub (a2.fun_mul b1)).fun_div (a1.fun_mul a1)
    (mul_ne_zero hx0 hx0)
  rw [ev.deriv_eq, d2.deriv, (d1 x hx).deriv, h₁.second hx, h₂.second hx]
  simp only [ratio]
  field_simp
  ring

/-- Inversion from two states: where `u₁` and the slope of `f = u₂/u₁` do not vanish, `f` and
the gap `E₂ - E₁` determine `u₁'/u₁` and `V - E₁` by explicit formulas. -/
theorem inversion (hI : IsOpen I) (h₁ : IsStationary V E₁ I u₁)
    (h₂ : IsStationary V E₂ I u₂) (hu : ∀ x ∈ I, u₁ x ≠ 0)
    (hf : ∀ x ∈ I, deriv (ratio u₁ u₂) x ≠ 0) {x : ℝ} (hx : x ∈ I) :
    deriv u₁ x / u₁ x = recoveredLogDeriv (E₂ - E₁) (ratio u₁ u₂) x ∧
      V x = E₁ + recoveredPotential (E₂ - E₁) (ratio u₁ u₂) x := by
  have key : ∀ y ∈ I,
      recoveredLogDeriv (E₂ - E₁) (ratio u₁ u₂) y = deriv u₁ y / u₁ y := fun y hy => by
    unfold recoveredLogDeriv
    rw [div_eq_iff (mul_ne_zero two_ne_zero (hf y hy))]
    linear_combination -ratio_equation hI h₁ h₂ hu hy
  refine ⟨(key x hx).symm, ?_⟩
  -- the formula for p holds near x, so it may be differentiated
  have ev : recoveredLogDeriv (E₂ - E₁) (ratio u₁ u₂) =ᶠ[𝓝 x]
      fun y => deriv u₁ y / u₁ y := by
    filter_upwards [hI.mem_nhds hx] with y hy using key y hy
  unfold recoveredPotential
  rw [ev.deriv_eq, (riccati h₁ hx (hu x hx)).deriv, key x hx]
  ring

/-- Suppose two systems have the same ratio of solutions on an open set `I` and the same energy gap.
If the first solutions have no zero in `I` and the ratio has nonzero slope there, the potentials
agree on `I`, each measured from its own first energy. -/
theorem potential_unique (hI : IsOpen I)
    (h₁ : IsStationary V E₁ I u₁) (h₂ : IsStationary V E₂ I u₂)
    (k₁ : IsStationary W F₁ I w₁) (k₂ : IsStationary W F₂ I w₂)
    (hu : ∀ x ∈ I, u₁ x ≠ 0) (hw : ∀ x ∈ I, w₁ x ≠ 0)
    (hf : ∀ x ∈ I, deriv (ratio u₁ u₂) x ≠ 0)
    (hratio : ∀ x ∈ I, ratio u₁ u₂ x = ratio w₁ w₂ x) (hgap : E₂ - E₁ = F₂ - F₁)
    {x : ℝ} (hx : x ∈ I) : V x - E₁ = W x - F₁ := by
  have ev : ∀ y ∈ I, ratio u₁ u₂ =ᶠ[𝓝 y] ratio w₁ w₂ := fun y hy => by
    filter_upwards [hI.mem_nhds hy] with z hz using hratio z hz
  have hg : ∀ y ∈ I, deriv (ratio w₁ w₂) y ≠ 0 := fun y hy => by
    rw [← (ev y hy).deriv_eq]
    exact hf y hy
  have ep : recoveredLogDeriv (F₂ - F₁) (ratio u₁ u₂) =ᶠ[𝓝 x]
      recoveredLogDeriv (F₂ - F₁) (ratio w₁ w₂) := by
    filter_upwards [ev x hx, (ev x hx).deriv, (ev x hx).deriv.deriv] with y a b c
    simp only [recoveredLogDeriv, a, b, c]
  have hV := (inversion hI h₁ h₂ hu hf hx).2
  have hW := (inversion hI k₁ k₂ hw hg hx).2
  unfold recoveredPotential at hV hW
  rw [hgap, ep.deriv_eq, ep.eq_of_nhds] at hV
  linarith

/-- Converse: on an open set `I`, let `f` be twice differentiable with nonzero slope, and let the
logarithmic derivative recovered from `f` and `Δ` be differentiable with antiderivative `P`. Then
`exp P` and `f exp P` solve the Schrödinger equation on `I` with potential `E + recoveredPotential Δ
f` at energies `E` and `E + Δ`, and their ratio is `f`. -/
theorem reconstruction (hI : IsOpen I) (Δ E : ℝ) {f P : ℝ → ℝ}
    (hf1 : ∀ x ∈ I, DifferentiableAt ℝ f x) (hf2 : ∀ x ∈ I, DifferentiableAt ℝ (deriv f) x)
    (hf : ∀ x ∈ I, deriv f x ≠ 0)
    (hp : ∀ x ∈ I, DifferentiableAt ℝ (recoveredLogDeriv Δ f) x)
    (hP : ∀ x ∈ I, HasDerivAt P (recoveredLogDeriv Δ f x) x) :
    IsStationary (fun x => E + recoveredPotential Δ f x) E I (fun x => Real.exp (P x)) ∧
    IsStationary (fun x => E + recoveredPotential Δ f x) (E + Δ) I
      (fun x => f x * Real.exp (P x)) ∧
    ratio (fun x => Real.exp (P x)) (fun x => f x * Real.exp (P x)) = f := by
  have d1 := fun x hx => (hP x hx).exp
  have d2 := fun x hx => (d1 x hx).fun_mul (hp x hx).hasDerivAt
  have g1 := fun x hx => (hf1 x hx).hasDerivAt.fun_mul (d1 x hx)
  have g2 := fun x hx => ((hf2 x hx).hasDerivAt.fun_mul (d1 x hx)).fun_add
    ((hf1 x hx).hasDerivAt.fun_mul (d2 x hx))
  refine ⟨IsStationary.of_hasDerivAt hI d1 d2 ?_, IsStationary.of_hasDerivAt hI g1 g2 ?_, ?_⟩
  · intro x _
    simp only [recoveredPotential]
    ring
  · intro x hx
    -- the definition of p, cleared of its denominator
    have e : recoveredLogDeriv Δ f x * (2 * deriv f x)
        = -(2 * Δ * f x) - deriv (deriv f) x :=
      div_mul_cancel₀ _ (mul_ne_zero two_ne_zero (hf x hx))
    simp only [recoveredPotential]
    linear_combination (-(Real.exp (P x)) / 2) * e
  · funext x
    exact mul_div_cancel_right₀ _ (Real.exp_ne_zero _)

/-- The ratio `f(x) = x` with gap `ω` gives the logarithmic derivative `-ω x`. -/
theorem linear_ratio_logDeriv (ω : ℝ) :
    recoveredLogDeriv ω (fun x => x) = fun x => -ω * x := by
  have h : deriv (fun x : ℝ => x) = fun _ => 1 := funext fun x => (hasDerivAt_id' x).deriv
  funext x
  simp only [recoveredLogDeriv, h, deriv_const]
  ring

/-- For every real `ω`, the functions `exp(-ω x²/2)` and `x exp(-ω x²/2)` solve the Schrödinger
equation with potential `ω² x²/2` on the whole line at energies `ω/2` and `3ω/2`, and their ratio is
`x`. -/
theorem oscillator_witness (ω : ℝ) :
    IsStationary (fun x => ω ^ 2 * x ^ 2 / 2) (ω / 2) Set.univ
      (fun x => Real.exp (-ω * x ^ 2 / 2)) ∧
    IsStationary (fun x => ω ^ 2 * x ^ 2 / 2) (3 * ω / 2) Set.univ
      (fun x => x * Real.exp (-ω * x ^ 2 / 2)) ∧
    ratio (fun x => Real.exp (-ω * x ^ 2 / 2)) (fun x => x * Real.exp (-ω * x ^ 2 / 2))
      = fun x => x := by
  have h : deriv (fun x : ℝ => x) = fun _ => 1 := funext fun x => (hasDerivAt_id' x).deriv
  have hl : ∀ x : ℝ, HasDerivAt (fun y => -ω * y) (-ω * 1) x :=
    fun x => (hasDerivAt_id' x).const_mul (-ω)
  have hV : (fun x => ω / 2 + recoveredPotential ω (fun x => x) x)
      = fun x => ω ^ 2 * x ^ 2 / 2 := by
    funext x
    simp only [recoveredPotential, linear_ratio_logDeriv]
    rw [(hl x).deriv]
    ring
  have hE : ω / 2 + ω = 3 * ω / 2 := by ring
  have main := reconstruction (I := Set.univ) isOpen_univ ω (ω / 2) (f := fun x => x)
    (P := fun x => -ω * x ^ 2 / 2)
    (fun x _ => (hasDerivAt_id' x).differentiableAt)
    (fun x _ => by rw [h]; exact differentiableAt_const _)
    (fun x _ => by rw [h]; exact one_ne_zero)
    (fun x _ => by rw [linear_ratio_logDeriv]; exact (hl x).differentiableAt)
    (fun x _ => by
      rw [linear_ratio_logDeriv]
      refine ((((hasDerivAt_id' x).fun_pow 2).const_mul (-ω)).div_const 2).congr_deriv ?_
      norm_num
      try ring)
  rw [hV, hE] at main
  exact main

end

end TwoStateInversion
```

```lean
#print axioms TwoStateInversion.potential_unique
```

```
'TwoStateInversion.potential_unique' depends on axioms: [propext, Classical.choice, Quot.sound]
```

## Local solutions, exact derivatives

`IsStationary V E I u` says that the real function `u` is twice differentiable at every point of `I` and solves the Schrödinger equation there. It imposes no boundary condition and no normalisation, so the energies need not be bound-state eigenvalues. `V` may be any real function, and `I` any open set. The first state may have either sign, provided that it has no zero in `I`; the second may have nodes.

`recoveredLogDeriv` and `recoveredPotential` take only the gap $\Delta=E_2-E_1$ and the ratio as input. `inversion` states both displayed formulas at each point of `I`. `potential_unique` compares two systems and concludes `V x - E₁ = W x - F₁`, where `W` and `F₁` are the potential and the first energy of the second system; the absolute energy zero remains undetermined.

The proof follows the derivation above. `ratio_equation` differentiates the quotient twice and inserts both Schrödinger equations; `field_simp` and `ring` finish the algebra. `riccati` supplies $p'$. In `inversion`, the nonzero slope permits division by $2f'$. The resulting identity for $p$ holds throughout a neighbourhood of each point because `I` is open, and `ev.deriv_eq` uses this to equate the derivatives as well. `potential_unique` transfers equality of the ratios to their derivatives in the same way, then applies `inversion` to both systems.

`reconstruction` assumes that $f$ is twice differentiable with nonzero slope on `I`, that the recovered $p$ is differentiable there, and that an antiderivative `P` is given. On an interval, such a `P` can be found by integrating $p$. The proof computes the derivatives of $e^P$ and $fe^P$ by the chain and product rules, and `IsStationary.of_hasDerivAt` turns them into solutions. `oscillator_witness` applies this to $f=x$ for every real $\omega$; the two solutions are normalisable, and so are bound states, only for $\omega>0$.

All derivatives here are exact. The theorems give no bound on finite-difference error, on the effect of noise in the orbitals, or on rounding.

## Equal energies and the Schwarzian derivative

The same argument covers two linearly independent solutions on an interval at one energy $E$. With $\Delta=0$ the logarithmic derivative is $p=-f''/(2f')$, and inserting it into the formula for the potential gives

$$V=E-\frac14\left[\frac{f'''}{f'}-\frac32\left(\frac{f''}{f'}\right)^2\right].$$

The bracket is the Schwarzian derivative of $f$. The ratio of two such solutions thus fixes $V-E$ wherever $u_1$ has no zero.
